# The stiffness determinant of a spring network as a sum over bond sets

Suppose that the classical vibrational free energy of a finite spring network is wanted for many values of the spring constant of a single bond, with the geometry, the masses and the other springs held fixed. For a stable network the frequencies $\omega_i$ enter through $\ln\prod_i\omega_i^2$. The product $\prod_i\omega_i^2$ has to be computed at only two values of the spring constant, because it is an affine function of it: a constant plus a slope times the spring constant.

## From single bonds to sets of bonds

Let the network have $n$ displacement coordinates $u_0,\dots,u_{n-1}$ and a finite set of bonds. To first order, bond $b$ stretches by $\sum_i C_{bi}u_i$, where $C$ is the compatibility matrix, with one row per bond and one column per coordinate. With spring constants $k_b$, the energy is $\tfrac12\sum_b k_b\big(\sum_i C_{bi}u_i\big)^2$, and the stiffness matrix is

$$\Phi=C^TKC,\qquad \Phi_{ij}=\sum_b C_{bi}\,k_b\,C_{bj}.$$

Here $K$ is the diagonal matrix of spring constants; many texts use that letter for $\Phi$ itself. The claim is

$$\det\Phi=\sum_{|S|=n}\Big(\prod_{b\in S}k_b\Big)\det(C_S)^2,$$

where $S$ runs over the sets of $n$ bonds and $C_S$ consists of the rows of $C$ that belong to $S$.

Write the determinant as a sum over permutations $\sigma$ and insert the bond sum in each factor:

$$\det\Phi=\sum_\sigma \operatorname{sgn}\sigma\prod_i\sum_b C_{b\,\sigma(i)}\,k_b\,C_{bi}.$$

Multiplying out the product means choosing a bond $f(i)$ for each coordinate $i$. Hence

$$\det\Phi=\sum_f\Big(\prod_i k_{f(i)}C_{f(i)\,i}\Big)\sum_\sigma\operatorname{sgn}\sigma\prod_i C_{f(i)\,\sigma(i)}
=\sum_f\Big(\prod_i k_{f(i)}C_{f(i)\,i}\Big)\det C_f,$$

where row $i$ of $C_f$ is row $f(i)$ of $C$.

If $f$ uses a bond twice, $C_f$ has two equal rows and the term vanishes. Otherwise $f$ uses exactly $n$ bonds, forming a set $S$. List them in increasing order as $e(0),\dots,e(n-1)$. Then $f=e\circ\sigma$ for exactly one permutation $\sigma$, the product of spring constants is the same for every $\sigma$, and $\det C_{e\circ\sigma}=\operatorname{sgn}\sigma\,\det C_e$. The terms that belong to $S$ therefore add up to

$$\Big(\prod_{b\in S}k_b\Big)\det C_e\sum_\sigma\operatorname{sgn}\sigma\prod_i C_{e(\sigma(i))\,i}=\Big(\prod_{b\in S}k_b\Big)(\det C_e)^2,$$

which proves the claim.

The same argument with a second matrix $A$ of the same shape gives the Cauchy–Binet form $\det(A^TKC)=\sum_S\big(\prod_{b\in S}k_b\big)\det A_S\det C_S$; the Lean theorem below treats $A=C$.

## One spring constant at a time

A set contains a given bond $b$ once or not at all, so no power of $k_b$ above the first occurs. Setting $k_b=t$ and separating the sets that contain $b$ gives

$$\det\Phi(t)=\det\Phi(0)+t\sum_{S\ni b}\Big(\prod_{a\in S\setminus\{b\}}k_a\Big)\det(C_S)^2.$$

For positive masses $m_i$, collected in the diagonal matrix $M$, the squared frequencies are the eigenvalues of $M^{-1/2}\Phi M^{-1/2}$. Taking its determinant gives $\prod_i\omega_i^2=\det\Phi/\prod_i m_i$, which is affine in $t$ as well. The product of the frequencies themselves is the square root of this and in general is not affine: a single mass on one spring has $\omega=\sqrt{k/m}$.

## The network in Lean

```lean
import Mathlib

open Matrix

namespace SpringNetworkDeterminant

noncomputable section

variable {B : Type*} [Fintype B] [LinearOrder B] {n : ℕ}
```

The bonds form a finite type `B`, and the coordinates are numbered by `Fin n`. The linear order on `B` is only a labelling, used to list the rows of a minor.

```lean
/-- The stiffness matrix `Cᵀ K C` of a network with compatibility matrix `C` and
spring constants `k`. -/
def stiffness (C : Matrix B (Fin n) ℝ) (k : B → ℝ) : Matrix (Fin n) (Fin n) ℝ :=
  Cᵀ * diagonal k * C
```

`stiffness C k` is $\Phi$. The matrix `C` and the spring constants `k` are arbitrary and real, so negative springs are allowed. Obtaining `C` from an actual structure, by linearising the bond lengths about an equilibrium with unstretched springs, is left to the user. If the masses can also move perpendicular to a bond, tension in that bond adds terms to the energy that this form lacks.

```lean
/-- The determinant of the rows of `C` belonging to a set `S` of `n` bonds, taken in
increasing order of the bond labels; it is set to zero for sets of any other size. -/
def bondMinor (C : Matrix B (Fin n) ℝ) (S : Finset B) : ℝ :=
  if h : S.card = n then (C.submatrix (S.orderEmbOfFin h) id).det else 0
```

`bondMinor C S` is $\det C_S$, with `orderEmbOfFin` supplying the increasing list $e$. Relabelling the bonds can change its sign but not its square. The value zero for sets of the wrong size plays no part, since the theorems use only sets of $n$ bonds.

```lean
/-- The mass-weighted dynamical matrix `M^(-1/2) Cᵀ K C M^(-1/2)`, for positive masses `m`. -/
def dynamicalMatrix (C : Matrix B (Fin n) ℝ) (k : B → ℝ) (m : Fin n → ℝ) :
    Matrix (Fin n) (Fin n) ℝ :=
  diagonal (fun i => 1 / √(m i)) * stiffness C k * diagonal (fun i => 1 / √(m i))
```

This is $M^{-1/2}\Phi M^{-1/2}$, with one mass per coordinate; an atom that moves in three dimensions has its mass entered three times.

## The expansion and its regrouping

```lean
/-- Each force constant is a sum of contributions of the single bonds. -/
theorem stiffness_apply (C : Matrix B (Fin n) ℝ) (k : B → ℝ) (i j : Fin n) :
    stiffness C k i j = ∑ b, C b i * k b * C b j := by
  rw [stiffness, Matrix.mul_apply]
  simp only [Matrix.mul_diagonal, Matrix.transpose_apply]
```

This is the entry formula for $\Phi_{ij}$.

```lean
/-- The stiffness determinant is a sum over all assignments `f` of a bond to each coordinate. -/
theorem det_stiffness_assignments (C : Matrix B (Fin n) ℝ) (k : B → ℝ) :
    (stiffness C k).det =
      ∑ f : Fin n → B, (∏ i, k (f i) * C (f i) i) * (C.submatrix f id).det := by
  rw [Matrix.det_apply']
  simp_rw [stiffness_apply, Finset.prod_univ_sum, Fintype.piFinset_univ, Finset.mul_sum]
  rw [Finset.sum_comm]
  refine Finset.sum_congr rfl fun f _ => ?_
  rw [← Matrix.det_transpose (C.submatrix f id), Matrix.det_apply', Finset.mul_sum]
  refine Finset.sum_congr rfl fun σ _ => ?_
  simp only [Matrix.transpose_apply, Matrix.submatrix_apply, id_eq, Finset.prod_mul_distrib]
  ring
```

The sum over `f : Fin n → B` is the sum over assignments. `Finset.prod_univ_sum` multiplies out the product of bond sums, and `Finset.sum_comm` moves the sum over permutations inside. The transpose is needed because Mathlib's expansion puts the permutation on the row index, whereas here it falls on the column index of $C_f$.

```lean
omit [Fintype B] [LinearOrder B] in
/-- For a fixed list `e` of `n` bonds, the assignments obtained by permuting the list add up
to the product of the spring constants times the squared minor. -/
theorem sum_permuted_assignments (C : Matrix B (Fin n) ℝ) (k : B → ℝ) (e : Fin n → B) :
    ∑ σ : Equiv.Perm (Fin n),
      (∏ i, k (e (σ i)) * C (e (σ i)) i) * (C.submatrix (e ∘ σ) id).det =
      (∏ i, k (e i)) * (C.submatrix e id).det ^ 2 := by
  have h : ∀ σ : Equiv.Perm (Fin n), (C.submatrix (e ∘ σ) id).det =
      ((Equiv.Perm.sign σ : ℤ) : ℝ) * (C.submatrix e id).det :=
    fun σ => Matrix.det_permute σ (C.submatrix e id)
  have hk : ∀ σ : Equiv.Perm (Fin n), ∏ i, k (e (σ i)) = ∏ i, k (e i) :=
    fun σ => Equiv.prod_comp σ (fun i => k (e i))
  have hd : (C.submatrix e id).det = ∑ σ : Equiv.Perm (Fin n),
      ((Equiv.Perm.sign σ : ℤ) : ℝ) * ∏ i, C (e (σ i)) i := Matrix.det_apply' _
  calc _ = ∑ σ : Equiv.Perm (Fin n), ((∏ i, k (e i)) * (C.submatrix e id).det) *
        (((Equiv.Perm.sign σ : ℤ) : ℝ) * ∏ i, C (e (σ i)) i) :=
        Finset.sum_congr rfl fun σ _ => by
          rw [h, Finset.prod_mul_distrib, hk]
          ring
    _ = _ := by
        rw [← Finset.mul_sum, ← hd]
        ring
```

For a fixed list `e`, the facts `h` and `hk` state that permuting the rows gives a sign and leaves the spring product unchanged. The remaining signed sum is the determinant again, by `hd`, which produces the square.

```lean
/-- The stiffness determinant is the sum, over all sets of `n` bonds, of the product of their
spring constants times the squared minor of the compatibility matrix. -/
theorem det_stiffness (C : Matrix B (Fin n) ℝ) (k : B → ℝ) :
    (stiffness C k).det =
      ∑ S ∈ Finset.powersetCard n Finset.univ, (∏ b ∈ S, k b) * bondMinor C S ^ 2 := by
  classical
  rw [det_stiffness_assignments]
  -- an assignment that uses a bond twice has two equal rows
  have hne : ∀ f ∈ (Finset.univ : Finset (Fin n → B)),
      (∏ i, k (f i) * C (f i) i) * (C.submatrix f id).det ≠ 0 → Function.Injective f := by
    intro f _ hf i j hij
    by_contra hij'
    have hdet : (C.submatrix f id).det = 0 :=
      Matrix.det_zero_of_row_eq hij' (by funext c; simp [hij])
    exact hf (by rw [hdet, mul_zero])
  have hmaps : ∀ f ∈ (Finset.univ : Finset (Fin n → B)).filter Function.Injective,
      Finset.univ.image f ∈ Finset.powersetCard n (Finset.univ : Finset B) := by
    intro f hf
    rw [Finset.mem_powersetCard]
    refine ⟨Finset.subset_univ _, ?_⟩
    rw [Finset.card_image_of_injective _ (Finset.mem_filter.mp hf).2, Finset.card_univ,
      Fintype.card_fin]
  -- group the remaining assignments by the set of bonds they use
  rw [← Finset.sum_filter_of_ne hne, ← Finset.sum_fiberwise_of_maps_to hmaps]
  refine Finset.sum_congr rfl fun S hS => ?_
  have hc : S.card = n := (Finset.mem_powersetCard.mp hS).2
  obtain ⟨e, he, heS, hm⟩ : ∃ e : Fin n → B, Function.Injective e ∧ (∀ i, e i ∈ S) ∧
      bondMinor C S = (C.submatrix e id).det :=
    ⟨S.orderEmbOfFin hc, (S.orderEmbOfFin hc).injective, S.orderEmbOfFin_mem hc,
      by rw [bondMinor, dif_pos hc]⟩
  have himg : Finset.univ.image e = S := by
    refine Finset.eq_of_subset_of_card_le ?_ ?_
    · intro b hb
      obtain ⟨i, _, rfl⟩ := Finset.mem_image.mp hb
      exact heS i
    · rw [Finset.card_image_of_injective _ he, Finset.card_univ, Fintype.card_fin]
      exact hc.le
  have hk : ∏ b ∈ S, k b = ∏ i, k (e i) := by
    rw [← himg, Finset.prod_image (by intro x _ y _ h; exact he h)]
  rw [hm, hk, ← sum_permuted_assignments C k e]
  symm
  refine Finset.sum_bij (fun σ _ => e ∘ σ) ?_ ?_ ?_ ?_
  · intro σ _
    simp only [Finset.mem_filter, Finset.mem_univ, true_and]
    refine ⟨he.comp σ.injective, ?_⟩
    rw [← himg]
    ext b
    simp only [Finset.mem_image, Finset.mem_univ, true_and, Function.comp_apply]
    constructor
    · rintro ⟨i, rfl⟩
      exact ⟨σ i, rfl⟩
    · rintro ⟨i, rfl⟩
      exact ⟨σ.symm i, by simp⟩
  · intro σ _ τ _ h
    exact Equiv.ext fun i => he (congrFun h i)
  · intro f hf
    simp only [Finset.mem_filter, Finset.mem_univ, true_and] at hf
    obtain ⟨hfi, hfS⟩ := hf
    have hx : ∀ i, ∃ j, e j = f i := by
      intro i
      have hi : f i ∈ Finset.univ.image e := by
        rw [himg, ← hfS]
        exact Finset.mem_image_of_mem f (Finset.mem_univ i)
      simpa using hi
    choose τ hτ using hx
    have hτi : Function.Injective τ := fun i j h => hfi (by rw [← hτ i, ← hτ j, h])
    exact ⟨Equiv.ofBijective τ (Finite.injective_iff_bijective.mp hτi),
      Finset.mem_univ _, funext hτ⟩
  · intro σ _
    rfl
```

This is the main formula; `Finset.powersetCard n Finset.univ` is the collection of all sets of $n$ bonds. With fewer than $n$ bonds the sum is empty and the determinant is zero.

In the proof, `hne` removes the assignments that repeat a bond, and `hmaps` shows that each remaining one uses a set of $n$ bonds. The sum is then split according to that set. Within one set, `Finset.sum_bij` matches the permutations `σ` with the assignments `e ∘ σ`: each of these uses exactly the bonds of `S`, different permutations give different assignments, and every assignment onto `S` arises in this way. The previous lemma then evaluates the sum.

## The affine law for squared frequencies

```lean
/-- The stiffness determinant is affine in the spring constant `t` of any one bond `b`; the slope is
the sum, over the sets of `n` bonds that contain `b`, of the product of the spring constants of the
other bonds in the set times the squared minor. -/
theorem det_stiffness_affine (C : Matrix B (Fin n) ℝ) (k : B → ℝ) (b : B) (t : ℝ) :
    (stiffness C (Function.update k b t)).det =
      (stiffness C (Function.update k b 0)).det +
        t * ∑ S ∈ Finset.powersetCard n Finset.univ with b ∈ S,
          (∏ a ∈ S.erase b, k a) * bondMinor C S ^ 2 := by
  rw [det_stiffness, det_stiffness, Finset.sum_filter, Finset.mul_sum,
    ← Finset.sum_add_distrib]
  refine Finset.sum_congr rfl fun S _ => ?_
  by_cases hb : b ∈ S
  · have h : ∀ s : ℝ, ∏ a ∈ S, Function.update k b s a = s * ∏ a ∈ S.erase b, k a := by
      intro s
      rw [← Finset.mul_prod_erase S (Function.update k b s) hb, Function.update_self]
      congr 1
      exact Finset.prod_congr rfl fun a ha =>
        Function.update_of_ne (Finset.ne_of_mem_erase ha) _ _
    rw [h, h, if_pos hb]
    ring
  · have h : ∀ s : ℝ, ∏ a ∈ S, Function.update k b s a = ∏ a ∈ S, k a := fun s =>
      Finset.prod_congr rfl fun a ha =>
        Function.update_of_ne (ne_of_mem_of_not_mem ha hb) _ _
    rw [h, h, if_neg hb]
    ring
```

`Function.update k b t` is the list of spring constants with the value at `b` replaced by `t`. The proof compares the two sides set by set. If `b` is in `S`, the factor `t` is taken out of the product; if not, the term doesn't change.

```lean
/-- The dynamical matrix is Hermitian. -/
theorem dynamicalMatrix_isHermitian (C : Matrix B (Fin n) ℝ) (k : B → ℝ) (m : Fin n → ℝ) :
    (dynamicalMatrix C k m).IsHermitian := by
  rw [Matrix.IsHermitian, Matrix.conjTranspose_eq_transpose_of_trivial]
  simp [dynamicalMatrix, stiffness, Matrix.transpose_mul, Matrix.mul_assoc]
```

Mathlib defines real eigenvalues for a Hermitian matrix, so the symmetry has to be proved before the squared frequencies can be named.

```lean
/-- For positive masses, the product of the masses times the product of the squared
frequencies (the eigenvalues of the dynamical matrix) is the stiffness determinant. -/
theorem mass_mul_sqFrequencies (C : Matrix B (Fin n) ℝ) (k : B → ℝ) (m : Fin n → ℝ)
    (hm : ∀ i, 0 < m i) :
    (∏ i, m i) * ∏ i, (dynamicalMatrix_isHermitian C k m).eigenvalues i =
      (stiffness C k).det := by
  have hdet : (dynamicalMatrix C k m).det =
      ∏ i, (dynamicalMatrix_isHermitian C k m).eigenvalues i := by
    simpa using (dynamicalMatrix_isHermitian C k m).det_eq_prod_eigenvalues
  have hw : (∏ i, m i) * ((∏ i, 1 / √(m i)) * ∏ i, 1 / √(m i)) = 1 := by
    rw [← Finset.prod_mul_distrib, ← Finset.prod_mul_distrib]
    refine Finset.prod_eq_one fun i _ => ?_
    rw [div_mul_div_comm, one_mul, Real.mul_self_sqrt (hm i).le, mul_one_div,
      div_self (hm i).ne']
  rw [← hdet, dynamicalMatrix, Matrix.det_mul, Matrix.det_mul, Matrix.det_diagonal]
  linear_combination (stiffness C k).det * hw
```

The `eigenvalues` are the $\omega_i^2$, counted with multiplicity. A negative one signals an unstable mode. The proof writes their product as a determinant, and `hw` cancels the masses against the two weighting factors.

```lean
/-- For positive masses, the product of the squared frequencies is affine in the spring
constant `t` of any one bond `b`. -/
theorem sqFrequencies_affine (C : Matrix B (Fin n) ℝ) (k : B → ℝ) (m : Fin n → ℝ)
    (hm : ∀ i, 0 < m i) (b : B) (t : ℝ) :
    ∏ i, (dynamicalMatrix_isHermitian C (Function.update k b t) m).eigenvalues i =
      ∏ i, (dynamicalMatrix_isHermitian C (Function.update k b 0) m).eigenvalues i +
        t * ((∑ S ∈ Finset.powersetCard n Finset.univ with b ∈ S,
          (∏ a ∈ S.erase b, k a) * bondMinor C S ^ 2) / ∏ i, m i) := by
  have hP : (∏ i, m i) ≠ 0 := (Finset.prod_pos fun i _ => hm i).ne'
  apply mul_left_cancel₀ hP
  rw [mul_add, mass_mul_sqFrequencies C _ m hm, mass_mul_sqFrequencies C _ m hm,
    det_stiffness_affine, mul_left_comm, mul_div_cancel₀ _ hP]
```

This is the law used in the free-energy scan. Multiplying both sides by the product of the masses reduces it to the affine law for the stiffness determinant. In a network that is free to translate or rotate as a whole, both sides are zero, so the law is informative only once such motions have been pinned or removed from the coordinates.

## Positive springs and a chain between walls

```lean
/-- With positive spring constants, the stiffness determinant is positive exactly when some
set of `n` bonds has a nonzero minor. -/
theorem det_stiffness_pos_iff (C : Matrix B (Fin n) ℝ) (k : B → ℝ) (hk : ∀ b, 0 < k b) :
    0 < (stiffness C k).det ↔ ∃ S : Finset B, S.card = n ∧ bondMinor C S ≠ 0 := by
  rw [det_stiffness]
  constructor
  · intro h
    obtain ⟨S, hS, hne⟩ := Finset.exists_ne_zero_of_sum_ne_zero h.ne'
    exact ⟨S, (Finset.mem_powersetCard.mp hS).2, fun h0 => hne (by simp [h0])⟩
  · rintro ⟨S, hS, hne⟩
    have hp : ∀ T : Finset B, 0 < ∏ b ∈ T, k b := fun T => Finset.prod_pos fun b _ => hk b
    exact Finset.sum_pos' (fun T _ => mul_nonneg (hp T).le (sq_nonneg _))
      ⟨S, Finset.mem_powersetCard.mpr ⟨Finset.subset_univ _, hS⟩,
        mul_pos (hp S) (by positivity)⟩
```

With positive springs every term of the sum is nonnegative. A positive total needs a nonzero term, and one nonzero minor is enough to make the total positive. Since the energy is then never negative, a positive determinant means that every nonzero displacement costs energy.

```lean
/-- For two masses in a line, joined to each other and to two walls by three springs, the
stiffness determinant is the sum of the pairwise products of the spring constants. -/
theorem det_stiffness_wall_chain (k : Fin 3 → ℝ) :
    (stiffness !![1, 0; -1, 1; 0, -1] k).det = k 0 * k 1 + k 0 * k 2 + k 1 * k 2 := by
  rw [Matrix.det_fin_two]
  simp [stiffness_apply, Fin.sum_univ_three]
  ring

end

end SpringNetworkDeterminant
```

The rows describe the left wall spring, the middle spring and the right wall spring. The three minors are $1$, $-1$ and $1$, so the general formula gives each pair of springs the weight one. The Lean proof instead expands the $2\times2$ determinant directly, which makes the example an independent check of the formula.

The chain also shows that nonzero spring constants are not enough for the positivity criterion. For $k_0=k_1=1$ and $k_2=-\tfrac12$ the determinant is $1-\tfrac12-\tfrac12=0$, although all three minors are nonzero.

```lean
#print axioms SpringNetworkDeterminant.det_stiffness_affine
#print axioms SpringNetworkDeterminant.sqFrequencies_affine
#print axioms SpringNetworkDeterminant.det_stiffness_pos_iff
#print axioms SpringNetworkDeterminant.det_stiffness_wall_chain
```

```
'SpringNetworkDeterminant.det_stiffness_affine' depends on axioms: [propext, Classical.choice, Quot.sound]
'SpringNetworkDeterminant.sqFrequencies_affine' depends on axioms: [propext, Classical.choice, Quot.sound]
'SpringNetworkDeterminant.det_stiffness_pos_iff' depends on axioms: [propext, Classical.choice, Quot.sound]
'SpringNetworkDeterminant.det_stiffness_wall_chain' depends on axioms: [propext, Classical.choice, Quot.sound]
```
